# At fixed integer electron number, a diagonal DFT+U model with U above the level spread has exactly the integer fillings as local minima

A DFT+U calculation on an open 4f shell is often started from several initial occupations, and the lowest converged energy is kept. In the model below, with fixed levels, no orbital mixing and $U$ above the level spread, each integer filling is a separate trap.

Let $d$ spin-orbitals have bare levels $e_i$ and occupations $n_i\in[0,1]$ with $\sum_i n_i=N$, an integer. With $U$ the effective on-site repulsion, often written $U-J$, the model energy is

$$E(n)=\sum_i e_i n_i+\frac U2\sum_i n_i(1-n_i).$$

If $e_i-e_j<U$ for all $i,j$, the local minima are exactly the 0/1 vectors. Each is strict, and there are $\binom dN$ of them: 3432 for seven electrons in an f shell. The condition says that the penalty on fractional occupation outweighs the splitting of the bare levels.

## Local stability does not single out the ground state

Within this model, stability against small charge transfers does not identify the ground state, because every integer filling has it. The $U$ term vanishes at all of them, so their energies differ only by sums of occupied $e_i$. The ground state is found here by filling the $N$ lowest bare levels, but a descent by small charge transfers can stop at any other integer filling.

## Charge transfer and the chemical potential

Let $m$ and $n$ have the same electron number. Orbital by orbital,

$$e_i(m_i-n_i)+\tfrac U2(m_i-m_i^2-n_i+n_i^2)=(m_i-n_i)\left[e_i+\tfrac U2(1-m_i-n_i)\right].$$

Since $\sum_i(m_i-n_i)=0$, any chemical potential $\mu$ may be subtracted (`energy_sub`):

$$E(m)-E(n)=\sum_i(m_i-n_i)\left[e_i-\mu+\tfrac U2(1-m_i-n_i)\right].$$

**Fractional states.** Write $\varepsilon_i=e_i+U(\tfrac12-n_i)$ for the shifted level. Moving charge $t$ from $j$ to $i\neq j$ gives, with $\mu=0$ (`energy_transfer`),

$$\Delta E=t\left(\varepsilon_i-\tfrac U2t\right)-t\left(\varepsilon_j+\tfrac U2t\right)=t(\varepsilon_i-\varepsilon_j)-Ut^2.$$

If exactly one occupation were fractional, the sum could not be an integer, so there are at least two (`exists_second_fractional`, where `omega` rules out an integer strictly between 0 and 1). Send charge to whichever of the two has the lower level, or either if they are equal. Every small $t>0$ is allowed and lowers $E$, since the hypothesis with $i=j$ gives $U>0$. In `not_isLocalMinOn_of_level_le`, a limit $t\to0^+$ puts such transfers in every neighbourhood of $n$, and `nlinarith` derives the contradiction.

**Integer states.** The hypothesis allows a $\mu$ with $e_i-U/2<\mu<e_i+U/2$ for every $i$; `Order.exists_between_finsets` supplies it. As $m\to n$, the bracket tends to $e_i-\mu+U/2>0$ for an empty orbital, where $m_i-n_i\ge0$, and to $e_i-\mu-U/2<0$ for a full one, where $m_i-n_i\le0$. Each changed orbital therefore contributes a positive amount, and `strict_min_of_integer` sums these with `Finset.sum_pos'`.

**Counting.** A 0/1 vector with sum $N$ is an $N$-element set of filled orbitals. `ncard_localMin` uses the injective map `filling` to count them.

Concavity of $E$ alone does not make every vertex a minimum. With one electron in two orbitals and $e_1-e_2>U>0$, filling orbital 1 leaves a downhill transfer to orbital 2.

The same argument gives a neighbouring criterion, which is derived here only informally: for $U>0$, a single integer filling is a local minimum exactly when each occupied bare level lies less than $U$ above each empty one.

## The Lean source

```lean
import Mathlib

open Finset Filter Topology

namespace DFTPlusUTraps

noncomputable section

variable {ι : Type*} [Fintype ι]

/-- Occupations between 0 and 1 of the spin-orbitals of a shell holding `N` electrons. -/
def occupations (N : ℕ) : Set (ι → ℝ) :=
  {n | (∀ i, 0 ≤ n i ∧ n i ≤ 1) ∧ ∑ i, n i = N}

/-- A model DFT+U energy for diagonal occupations: fixed bare levels `e` plus the penalty `U/2` on
fractional occupation. -/
def energy (e : ι → ℝ) (U : ℝ) (n : ι → ℝ) : ℝ :=
  ∑ i, e i * n i + U / 2 * ∑ i, n i * (1 - n i)

/-- The orbital level shifted by the +U potential, `e i + U (1/2 - n i)`. -/
def level (e : ι → ℝ) (U : ℝ) (n : ι → ℝ) (i : ι) : ℝ := e i + U * (1 / 2 - n i)

/-- At equal electron number the energy difference is a sum over orbitals, in which any
chemical potential `μ` may be subtracted from the levels. -/
theorem energy_sub (e : ι → ℝ) (U : ℝ) {m n : ι → ℝ} (h : ∑ i, m i = ∑ i, n i) (μ : ℝ) :
    energy e U m - energy e U n =
      ∑ i, (m i - n i) * (e i - μ + U / 2 * (1 - m i - n i)) := by
  have hμ : ∑ i, μ * (m i - n i) = 0 := by
    rw [← Finset.mul_sum, Finset.sum_sub_distrib, h, sub_self, mul_zero]
  have key : energy e U m - energy e U n - ∑ i, μ * (m i - n i) =
      ∑ i, (m i - n i) * (e i - μ + U / 2 * (1 - m i - n i)) := by
    simp only [energy, Finset.mul_sum, ← Finset.sum_add_distrib, ← Finset.sum_sub_distrib]
    exact Finset.sum_congr rfl fun i _ => by ring
  rw [← key, hμ, sub_zero]

/-- If `U` exceeds every difference of bare levels, each integer configuration is a strict
local minimum at fixed electron number. -/
theorem strict_min_of_integer {e : ι → ℝ} {U : ℝ} {N : ℕ} {n : ι → ℝ}
    (hU : ∀ i j, e i - e j < U) (hn : n ∈ occupations N) (h01 : ∀ i, n i = 0 ∨ n i = 1) :
    ∀ᶠ m in 𝓝[occupations N] n, m ≠ n → energy e U n < energy e U m := by
  -- a chemical potential within `U/2` of every bare level
  obtain ⟨μ, hlo, hhi⟩ := Order.exists_between_finsets
    (univ.image fun i => e i - U / 2) (univ.image fun i => e i + U / 2) (by
      simp only [Finset.mem_image, Finset.mem_univ, true_and]
      rintro _ ⟨i, rfl⟩ _ ⟨j, rfl⟩
      linarith [hU i j])
  have h1 : ∀ i, e i - U / 2 < μ := fun i =>
    hlo _ (Finset.mem_image.2 ⟨i, Finset.mem_univ i, rfl⟩)
  have h2 : ∀ i, μ < e i + U / 2 := fun i =>
    hhi _ (Finset.mem_image.2 ⟨i, Finset.mem_univ i, rfl⟩)
  have hG : ∀ i, ∀ᶠ m in 𝓝[occupations N] n,
      0 < (1 - 2 * n i) * (e i - μ + U / 2 * (1 - m i - n i)) := by
    intro i
    have hc : Continuous fun m : ι → ℝ =>
        (1 - 2 * n i) * (e i - μ + U / 2 * (1 - m i - n i)) := by fun_prop
    have h0 : 0 < (1 - 2 * n i) * (e i - μ + U / 2 * (1 - n i - n i)) := by
      rcases h01 i with h | h <;> rw [h] <;> linarith [h1 i, h2 i]
    exact (hc.continuousAt.eventually (lt_mem_nhds h0)).filter_mono nhdsWithin_le_nhds
  filter_upwards [Filter.eventually_all.2 hG, self_mem_nhdsWithin] with m hm hmP hne
  obtain ⟨k, hk⟩ := Function.ne_iff.1 hne
  -- every orbital whose occupation changes raises the energy
  have hterm : ∀ i, m i ≠ n i →
      0 < (m i - n i) * (e i - μ + U / 2 * (1 - m i - n i)) := by
    intro i hi
    have hb := hmP.1 i
    have hg := hm i
    rcases h01 i with h | h <;> rw [h] at hg hi ⊢
    · have hp := lt_of_le_of_ne hb.1 (Ne.symm hi)
      exact mul_pos (by linarith) (by linarith)
    · have hp := lt_of_le_of_ne hb.2 hi
      exact mul_pos_of_neg_of_neg (by linarith) (by linarith)
  rw [← sub_pos, energy_sub e U (hmP.2.trans hn.2.symm) μ]
  refine Finset.sum_pos' (fun i _ => ?_) ⟨k, Finset.mem_univ k, hterm k hk⟩
  by_cases hi : m i = n i
  · simp [hi]
  · exact (hterm i hi).le

variable [DecidableEq ι]

/-- The occupations after a charge `t` has moved from orbital `j` to orbital `i`. -/
def transfer (n : ι → ℝ) (i j : ι) (t : ℝ) : ι → ℝ :=
  fun k => n k + t * ((if k = i then 1 else 0) - (if k = j then 1 else 0))

/-- Moving charge between orbitals conserves the electron number. -/
theorem sum_transfer (n : ι → ℝ) (i j : ι) (t : ℝ) :
    ∑ k, transfer n i j t k = ∑ k, n k := by
  simp [transfer, Finset.sum_add_distrib, ← Finset.mul_sum, Finset.sum_sub_distrib]

/-- Moving charge `t` between two different orbitals costs the difference of their levels
times `t`, less `U t ^ 2`. -/
theorem energy_transfer (e : ι → ℝ) (U : ℝ) (n : ι → ℝ) {i j : ι} (hij : i ≠ j) (t : ℝ) :
    energy e U (transfer n i j t) - energy e U n =
      t * (level e U n i - level e U n j) - U * t ^ 2 := by
  have key : ∀ k, (transfer n i j t k - n k) *
      (e k - 0 + U / 2 * (1 - transfer n i j t k - n k)) =
      (if k = i then t * (level e U n i - U / 2 * t) else 0) -
      (if k = j then t * (level e U n j + U / 2 * t) else 0) := by
    intro k
    rcases eq_or_ne k i with rfl | hi
    · simp only [transfer, level, hij, if_true, if_false]
      ring
    · rcases eq_or_ne k j with rfl | hj
      · simp only [transfer, level, hi, if_true, if_false]
        ring
      · simp only [transfer, hi, hj, if_false]
        ring
  rw [energy_sub e U (sum_transfer n i j t) 0, Finset.sum_congr rfl fun k _ => key k,
    Finset.sum_sub_distrib]
  simp only [Finset.sum_ite_eq', Finset.mem_univ, if_true]
  ring

/-- For `U > 0`, a state is not a local minimum if charge can move from one orbital to
another whose level is not higher. -/
theorem not_isLocalMinOn_of_level_le {e : ι → ℝ} {U : ℝ} {N : ℕ} {n : ι → ℝ} {i j : ι}
    (hU : 0 < U) (hij : i ≠ j) (hn : n ∈ occupations N) (hi : n i < 1) (hj : 0 < n j)
    (hl : level e U n i ≤ level e U n j) :
    ¬ IsLocalMinOn (energy e U) (occupations N) n := by
  intro h
  have h' : ∀ᶠ m in 𝓝[occupations N] n, energy e U n ≤ energy e U m := h
  have hlim : Tendsto (fun t => transfer n i j t) (𝓝[>] 0) (𝓝 n) := by
    have hc : Continuous (fun t => transfer n i j t) := continuous_pi fun k =>
      continuous_const.add (continuous_id.mul continuous_const)
    have h1 := hc.tendsto 0
    rw [show transfer n i j 0 = n by funext k; simp [transfer]] at h1
    exact h1.mono_left nhdsWithin_le_nhds
  -- small transfers respect the bounds on the occupations
  have hmem : ∀ᶠ t in 𝓝[>] (0 : ℝ), transfer n i j t ∈ occupations N := by
    filter_upwards [Ioo_mem_nhdsGT (lt_min (sub_pos.2 hi) hj)] with t ht
    obtain ⟨ht0, ht1⟩ := ht
    obtain ⟨hti, htj⟩ := lt_min_iff.1 ht1
    refine ⟨fun k => ?_, (sum_transfer n i j t).trans hn.2⟩
    obtain ⟨hk0, hk1⟩ := hn.1 k
    constructor <;> simp only [transfer] <;> split_ifs <;> subst_vars <;> linarith
  have hpos : ∀ᶠ t in 𝓝[>] (0 : ℝ), 0 < t := self_mem_nhdsWithin
  obtain ⟨t, hle, ht⟩ :=
    (((tendsto_nhdsWithin_iff.2 ⟨hlim, hmem⟩).eventually h').and hpos).exists
  have hE := energy_transfer e U n hij t
  nlinarith [mul_nonneg ht.le (sub_nonneg.2 hl), mul_pos hU (pow_pos ht 2)]

/-- With an integer electron number, a fractional occupation never occurs alone. -/
theorem exists_second_fractional {N : ℕ} {n : ι → ℝ} {i : ι} (hn : n ∈ occupations N)
    (h0 : 0 < n i) (h1 : n i < 1) : ∃ j, j ≠ i ∧ 0 < n j ∧ n j < 1 := by
  by_contra hcon
  have hint : ∃ S : ℤ, ∑ j ∈ univ.erase i, n j = S := by
    refine Finset.sum_induction n (fun x => ∃ z : ℤ, x = z) ?_ ⟨0, by simp⟩ fun j hj => ?_
    · rintro _ _ ⟨a, rfl⟩ ⟨b, rfl⟩
      exact ⟨a + b, (Int.cast_add a b).symm⟩
    · by_cases hj0 : n j = 0
      · exact ⟨0, by simp [hj0]⟩
      · exact ⟨1, by_contra fun hj1 => hcon ⟨j, Finset.ne_of_mem_erase hj,
          lt_of_le_of_ne (hn.1 j).1 (Ne.symm hj0),
          lt_of_le_of_ne (hn.1 j).2 (by simpa using hj1)⟩⟩
  obtain ⟨S, hS⟩ := hint
  have hsum := Finset.add_sum_erase univ n (Finset.mem_univ i)
  rw [hS, hn.2] at hsum
  -- the integer `N - S` would lie strictly between 0 and 1
  have ha : S < (N : ℤ) := by exact_mod_cast (by linarith : (S : ℝ) < (N : ℝ))
  have hb : (N : ℤ) < S + 1 := by exact_mod_cast (by linarith : (N : ℝ) < (S : ℝ) + 1)
  omega

/-- If `U` exceeds every difference of bare levels, the local minima at fixed integer
electron number are exactly the integer configurations. -/
theorem isLocalMinOn_iff_integer {e : ι → ℝ} {U : ℝ} {N : ℕ} {n : ι → ℝ}
    (hU : ∀ i j, e i - e j < U) (hn : n ∈ occupations N) :
    IsLocalMinOn (energy e U) (occupations N) n ↔ ∀ i, n i = 0 ∨ n i = 1 := by
  refine ⟨fun h i => ?_, fun h01 => ?_⟩
  · by_contra hc
    rw [not_or] at hc
    have h0 := lt_of_le_of_ne (hn.1 i).1 (Ne.symm hc.1)
    have h1 := lt_of_le_of_ne (hn.1 i).2 hc.2
    obtain ⟨j, hji, hj0, hj1⟩ := exists_second_fractional hn h0 h1
    have hUpos : 0 < U := by linarith [hU i i]
    -- charge flows towards the lower of the two fractional levels
    rcases le_total (level e U n i) (level e U n j) with hl | hl
    · exact not_isLocalMinOn_of_level_le hUpos hji.symm hn h1 hj0 hl h
    · exact not_isLocalMinOn_of_level_le hUpos hji hn hj1 h0 hl h
  · refine (strict_min_of_integer hU hn h01).mono fun m hm => ?_
    rcases eq_or_ne m n with rfl | hne
    · exact le_rfl
    · exact (hm hne).le

/-- The occupations with the orbitals in `s` full and all others empty. -/
def filling (s : Finset ι) : ι → ℝ := fun i => if i ∈ s then 1 else 0

/-- If `U` exceeds every difference of bare levels, the number of local minima is the
number of ways to place `N` electrons in the spin-orbitals. -/
theorem ncard_localMin {e : ι → ℝ} {U : ℝ} (N : ℕ) (hU : ∀ i j, e i - e j < U) :
    {n | n ∈ occupations N ∧ IsLocalMinOn (energy e U) (occupations N) n}.ncard =
      (Fintype.card ι).choose N := by
  have hcard : ∀ s : Finset ι, ∑ i, filling s i = (s.card : ℝ) := fun s => by simp [filling]
  have hinj : Function.Injective (filling : Finset ι → ι → ℝ) := by
    intro s t h
    ext i
    have hi := congrFun h i
    by_cases hs : i ∈ s <;> by_cases ht : i ∈ t <;> simp [filling, hs, ht] at hi ⊢
  have hset : {n | n ∈ occupations N ∧ IsLocalMinOn (energy e U) (occupations N) n} =
      filling '' ((univ.powersetCard N : Finset (Finset ι)) : Set (Finset ι)) := by
    ext n
    constructor
    · rintro ⟨hn, hmin⟩
      have h01 := (isLocalMinOn_iff_integer hU hn).1 hmin
      have hf : filling (univ.filter fun i => n i = 1) = n := by
        funext i
        rcases h01 i with h | h <;> simp [filling, h]
      have hs : ((univ.filter fun i => n i = 1).card : ℝ) = N := by
        rw [← hcard, hf]
        exact hn.2
      exact ⟨_, Finset.mem_coe.2 (Finset.mem_powersetCard.2
        ⟨Finset.subset_univ _, by exact_mod_cast hs⟩), hf⟩
    · rintro ⟨s, hs, rfl⟩
      have hc := (Finset.mem_powersetCard.1 (Finset.mem_coe.1 hs)).2
      have h01 : ∀ i, filling s i = 0 ∨ filling s i = 1 := by
        intro i
        by_cases h : i ∈ s <;> simp [filling, h]
      have hn : filling s ∈ occupations N :=
        ⟨fun i => by rcases h01 i with h | h <;> rw [h] <;> norm_num, by rw [hcard, hc]⟩
      exact ⟨hn, (isLocalMinOn_iff_integer hU hn).2 h01⟩
  rw [hset, Set.ncard_image_of_injective _ hinj, Set.ncard_coe_finset,
    Finset.card_powersetCard, Finset.card_univ]

/-- Seven electrons in the fourteen spin-orbitals of an f shell have 3432 local minima
if `U` exceeds every difference of bare levels. -/
theorem half_filled_f_shell {e : Fin 14 → ℝ} {U : ℝ} (hU : ∀ i j, e i - e j < U) :
    {n | n ∈ occupations 7 ∧ IsLocalMinOn (energy e U) (occupations 7) n}.ncard = 3432 := by
  rw [ncard_localMin 7 hU, Fintype.card_fin]
  norm_num [Nat.choose]

end

end DFTPlusUTraps
```

```lean
#print axioms DFTPlusUTraps.isLocalMinOn_iff_integer
#print axioms DFTPlusUTraps.half_filled_f_shell
```

```
'DFTPlusUTraps.isLocalMinOn_iff_integer' depends on axioms: [propext, Classical.choice, Quot.sound]
'DFTPlusUTraps.half_filled_f_shell' depends on axioms: [propext, Classical.choice, Quot.sound]
```

## Guaranteed for fixed levels, not for orbital rotations

The finite type `ι` labels the spin-orbitals, and `occupations N` is the set of allowed $n$. `IsLocalMinOn` compares energies only within that set, so electron number and bounds are respected. `isLocalMinOn_iff_integer` is the equivalence, `strict_min_of_integer` adds strictness, and `half_filled_f_shell` gives 3432. The count needs no assumption $N\le d$: for larger $N$ both sides are zero.

The levels `e` are fixed real numbers and `U` is a given constant; neither responds to the density. In a real calculation the levels do respond, the shell can exchange charge with its surroundings, and the full occupation matrix takes the place of its diagonal in a fixed basis. The last difference matters even at fixed levels: rotating an occupied orbital into a lower empty one keeps the matrix idempotent, costs no $U$ penalty and lowers the energy. The traps therefore describe cases where symmetry or a constraint prevents such mixing.
